# Cheeger's bottleneck bound for finite reversible jump processes: h² Var(f) ≤ 2r E(f)

A master equation can be stored either as its generator, whose diagonal holds minus the exit rates, or as a table of jump rates. Here W is the table: W_ij ≥ 0 is the rate from state j to state i, and the physical choice for the diagonal is zero. The column sum Σ_i W_ij is then the exit rate of j. The inequality is stated as a product, so it needs no division by r, the upper bound on the exit rates.

## From escape rates to fluctuations

Let π be a positive probability on the states with detailed balance, W_ij π_j = W_ji π_i. Write Q_ij = W_ij π_j for the symmetric equilibrium flux and π(A) for the probability of a set A. Define

flow(A) = Σ_{j∈A} Σ_{i∉A} Q_ij

E(f) = ½ Σ_ij Q_ij (f_i − f_j)²

Var(f) = Σ_i π_i (f_i − ⟨f⟩)², with ⟨f⟩ = Σ_i π_i f_i.

Assume that every exit rate is at most r, and that flow(A) ≥ h π(A) whenever π(A) ≤ ½, with h ≥ 0. The ratio flow(A)/π(A) is the escape rate from A for a system equilibrated inside A, so the assumption says that this rate is at least h for every nonempty set holding at most half the probability. The claim is

h² Var(f) ≤ 2r E(f) for every real f.

For r > 0 this is E(f) ≥ (h²/2r) Var(f).

**A median.** Among the states k with π(f > f_k) ≤ ½, choose a with the lowest value f_a. If some states lie below f_a, let k be a highest one. Then π(f > f_k) > ½, so π(f < f_a) = π(f ≤ f_k) < ½. At most half the probability therefore lies strictly on either side of f_a.

**Peeling off levels.** Let u ≥ 0 have support A = {u > 0} with π(A) ≤ ½. If A is empty, both sides of the inequality below vanish. Otherwise let c be the minimum of u on A, and set v = u − c on A and v = 0 elsewhere. Then

Σ_i π_i u_i = c π(A) + Σ_i π_i v_i

|u_i − u_j| = c·[A separates i and j] + |v_i − v_j|,

where the bracket is 1 if true and 0 if false. Summed with weights Q_ij, the bracket gives 2 flow(A) ≥ 2h π(A). Since v has smaller support, induction yields

2h Σ_i π_i u_i ≤ Σ_ij Q_ij |u_i − u_j|.

**Squares and Cauchy–Schwarz.** Put g = f − f_a, g⁺ = max(g, 0), g⁻ = max(−g, 0) and N = Σ_i π_i g_i². Both (g⁺)² and (g⁻)² are admissible choices of u. Adding their inequalities gives

2hN ≤ Σ_ij Q_ij D_ij

D_ij = |(g⁺_i)² − (g⁺_j)²| + |(g⁻_i)² − (g⁻_j)²|.

If g_i and g_j have the same sign, D_ij = |g_i − g_j| |g_i + g_j|. If their signs are opposite, D_ij = g_i² + g_j² ≤ (g_i − g_j)². In both cases

D_ij² ≤ (g_i − g_j)² · 2(g_i² + g_j²).

Detailed balance and the exit-rate bound give Σ_ij Q_ij · 2(g_i² + g_j²) ≤ 4rN, while Σ_ij Q_ij (g_i − g_j)² = 2E(f). Cauchy–Schwarz then gives

4h²N² ≤ 2E(f) · 4rN.

If N > 0, divide by 4N to get h²N ≤ 2rE(f); if N = 0, this is immediate. Finally N = Var(f) + (⟨f⟩ − f_a)² ≥ Var(f).

## A three-state chain

Take states 1, 2, 3 in a line, unit rates between neighbours and π_i = 1/3. The exit rates are 1, 2, 1, so r = 2. The nonempty sets with probability at most ½ are the single states, with escape rates 1, 2, 1, so h = 1. The guaranteed ratio E/Var is 1/4. For f = (1, 0, −1), both Var(f) and E(f) equal 2/3, so the actual ratio is 1.

## Relaxation rates in a computation

For two or more states, the minimum of E(f)/Var(f) over nonconstant f is the spectral gap, the slowest relaxation rate. By this standard identification, which is not formalised below, h²/(2r), for r > 0, bounds from below the slowest relaxation rate of a finite continuous-time Markov state model, or of a population-only quantum master equation with constant rates, provided detailed balance holds.

In code, zero the generator's diagonal before taking r as the largest column sum (row sum if the matrix is stored with rows as source states). The best h is the minimum of flow(A)/π(A) over all nonempty admissible sets, whose number grows exponentially; testing only some of them gives, in general, just an upper estimate of h, which by itself certifies no lower bound on the gap. For moderate sizes the gap itself comes from a symmetric eigensolver applied to the full generator, diagonal included, after the similarity transformation that multiplies entry (i, j) by √(π_j/π_i), or by √(π_i/π_j) if rows are source states.

## The process and its observables in Lean

The type `n` is the finite set of states.

```lean
import Mathlib

open Finset

namespace CheegerBottleneck

noncomputable section

variable {n : Type*} [Fintype n]
```

`IsReversible` collects nonnegative rates, positive normalised probabilities and detailed balance. Nonnegativity includes the diagonal, so a generator with negative diagonal entries does not qualify.

```lean
/-- The jump rates `W i j ≥ 0` (from `j` to `i`) obey detailed balance with the positive
probability `π`. -/
structure IsReversible (W : Matrix n n ℝ) (π : n → ℝ) : Prop where
  rate_nonneg : ∀ i j, 0 ≤ W i j
  prob_pos : ∀ i, 0 < π i
  prob_sum : ∑ i, π i = 1
  balance : ∀ i j, W i j * π j = W j i * π i
```

The next three definitions are ⟨f⟩, Var(f) and E(f). The factor ½ in `dirichlet` compensates for counting ordered pairs.

```lean
/-- Stationary mean of an observable. -/
def mean (π f : n → ℝ) : ℝ := ∑ i, π i * f i

/-- Stationary variance of an observable. -/
def variance (π f : n → ℝ) : ℝ := ∑ i, π i * (f i - mean π f) ^ 2

/-- Dirichlet form of an observable. -/
def dirichlet (W : Matrix n n ℝ) (π f : n → ℝ) : ℝ :=
  1 / 2 * ∑ i, ∑ j, W i j * π j * (f i - f j) ^ 2
```

`exists_median` follows the argument above: `exists_min_image` selects a, and `exists_max_image` selects the highest state below it.

```lean
variable {W : Matrix n n ℝ} {π : n → ℝ} {h r : ℝ}

/-- Some state carries a median value of `f`: at most half of the probability lies strictly
above it, and at most half strictly below. -/
theorem exists_median (h0 : ∀ i, 0 < π i) (h1 : ∑ i, π i = 1) (f : n → ℝ) :
    ∃ a, ∑ i with f a < f i, π i ≤ 1 / 2 ∧ ∑ i with f i < f a, π i ≤ 1 / 2 := by
  have hn : Nonempty n := by
    rcases isEmpty_or_nonempty n with he | he
    · simp at h1
    · exact he
  obtain ⟨t, _, ht⟩ := exists_max_image univ f univ_nonempty
  have htop : univ.filter (fun i => f t < f i) = ∅ :=
    filter_eq_empty_iff.2 fun i _ => not_lt.2 (ht i (mem_univ i))
  -- the lowest value with at most half of the probability above it
  obtain ⟨a, ha, hmin⟩ := exists_min_image
    (univ.filter fun k => ∑ i with f k < f i, π i ≤ 1 / 2) f
    ⟨t, mem_filter.2 ⟨mem_univ t, by rw [htop, sum_empty]; norm_num⟩⟩
  refine ⟨a, (mem_filter.1 ha).2, ?_⟩
  rcases (univ.filter (fun i => f i < f a)).eq_empty_or_nonempty with he | he
  · rw [he, sum_empty]
    norm_num
  obtain ⟨k, hk, hmax⟩ := exists_max_image _ f he
  have hk' : 1 / 2 < ∑ i with f k < f i, π i := not_le.1 fun hc =>
    not_lt_of_ge (hmin k (mem_filter.2 ⟨mem_univ k, hc⟩)) (mem_filter.1 hk).2
  have l : ∑ i with f i < f a, π i ≤ ∑ i with ¬ f k < f i, π i :=
    sum_le_sum_of_subset_of_nonneg
      (fun i hi => mem_filter.2 ⟨mem_univ i, not_lt.2 (hmax i hi)⟩) fun i _ _ => (h0 i).le
  linarith [sum_filter_add_sum_filter_not univ (fun i => f k < f i) π]
```

## Cuts and the co-area inequality

In `flow`, j runs over the set being left and i over its complement.

```lean
variable [DecidableEq n]

/-- Stationary probability flow from the set `A` to its complement. -/
def flow (W : Matrix n n ℝ) (π : n → ℝ) (A : Finset n) : ℝ :=
  ∑ j ∈ A, ∑ i ∈ Aᶜ, W i j * π j
```

`BottleneckBound` is the assumption on escape rates, quantified over every subset. Whether it holds for a given h is decided by W and π; the theorems take it as a hypothesis.

```lean
/-- Every set of probability at most one half has outflow at least `h` times its probability. -/
def BottleneckBound (W : Matrix n n ℝ) (π : n → ℝ) (h : ℝ) : Prop :=
  ∀ A : Finset n, ∑ i ∈ A, π i ≤ 1 / 2 → h * ∑ i ∈ A, π i ≤ flow W π A
```

`cut_sum` evaluates the separated pairs. Detailed balance makes the two directions contribute equally, hence the factor 2.

```lean
/-- The fluxes between all ordered pairs separated by `A` add up to twice the flow out of `A`. -/
theorem cut_sum (hW : IsReversible W π) (A : Finset n) :
    ∑ i, ∑ j, W i j * π j * (if (i ∈ A ↔ j ∈ A) then 0 else 1) = 2 * flow W π A := by
  have split : ∀ i j, W i j * π j * (if (i ∈ A ↔ j ∈ A) then 0 else 1) =
      (if j ∈ A then (if i ∈ Aᶜ then W i j * π j else 0) else 0) +
      (if i ∈ A then (if j ∈ Aᶜ then W j i * π i else 0) else 0) := by
    intro i j
    rw [← hW.balance i j]
    by_cases hi : i ∈ A <;> by_cases hj : j ∈ A <;> simp [hi, hj]
  have e : flow W π A =
      ∑ j, ∑ i, (if j ∈ A then (if i ∈ Aᶜ then W i j * π j else 0) else 0) := by
    have inner : ∀ j, ∑ i, (if j ∈ A then (if i ∈ Aᶜ then W i j * π j else 0) else 0) =
        if j ∈ A then ∑ i ∈ Aᶜ, W i j * π j else 0 := by
      intro j
      by_cases hj : j ∈ A
      · simp only [hj, if_true, Finset.sum_ite_mem, Finset.univ_inter]
      · simp [hj]
    simp only [inner, Finset.sum_ite_mem, Finset.univ_inter, flow]
  have e' := e
  rw [Finset.sum_comm] at e'
  simp_rw [split, Finset.sum_add_distrib]
  linarith [e, e']
```

`coarea` is the peeling argument, by strong induction on the number of states in the support. It assumes reversibility and the bottleneck condition with the same h. The identities `e1` and `e2` decompose the two sides, `hrec` supplies the inequality for v, and the last line adds the bottleneck estimate for A multiplied by `u a`.

```lean
/-- Co-area inequality: a nonnegative observable supported on at most half of the probability
has total variation along the fluxes at least `2 h` times its mean. -/
theorem coarea (hW : IsReversible W π) (hb : BottleneckBound W π h) (u : n → ℝ)
    (hu : ∀ i, 0 ≤ u i) (hs : ∑ i with 0 < u i, π i ≤ 1 / 2) :
    2 * h * ∑ i, π i * u i ≤ ∑ i, ∑ j, W i j * π j * |u i - u j| := by
  induction hc : (univ.filter (fun i => 0 < u i)).card using Nat.strong_induction_on
    generalizing u with
  | _ k ih =>
    obtain ⟨A, hA⟩ : ∃ A, A = univ.filter (fun i => 0 < u i) := ⟨_, rfl⟩
    rw [← hA] at hs hc
    have hz : ∀ i, i ∉ A → u i = 0 := fun i hi =>
      le_antisymm (not_lt.1 fun hp => hi (by simp [hA, hp])) (hu i)
    rcases A.eq_empty_or_nonempty with h0 | hne
    · have hz' : ∀ i, u i = 0 := fun i => hz i (by simp [h0])
      simp [hz']
    -- peel off the lowest positive level `u a` on the support `A`
    obtain ⟨a, ha, hmin⟩ := A.exists_min_image u hne
    obtain ⟨v, hv⟩ : ∃ v : n → ℝ, ∀ i, v i = if i ∈ A then u i - u a else 0 :=
      ⟨_, fun _ => rfl⟩
    have hv0 : ∀ i, 0 ≤ v i := by
      intro i
      rw [hv]
      split_ifs with hi
      · linarith [hmin i hi]
      · exact le_rfl
    have hsub : univ.filter (fun i => 0 < v i) ⊆ A.erase a := by
      intro i hi
      have hi' : 0 < v i := by simpa using hi
      rw [hv] at hi'
      split_ifs at hi' with hiA
      · refine mem_erase.2 ⟨?_, hiA⟩
        rintro rfl
        linarith
      · exact absurd hi' (lt_irrefl _)
    have hcard : (univ.filter (fun i => 0 < v i)).card < k :=
      hc ▸ (card_le_card hsub).trans_lt (card_erase_lt_of_mem ha)
    have hs' : ∑ i with 0 < v i, π i ≤ 1 / 2 := (sum_le_sum_of_subset_of_nonneg
      (hsub.trans (erase_subset _ _)) (fun i _ _ => (hW.prob_pos i).le)).trans hs
    have hrec := ih _ hcard v hv0 hs' rfl
    have e1 : ∑ i, π i * u i = u a * ∑ i ∈ A, π i + ∑ i, π i * v i := by
      have hind : ∑ i ∈ A, π i = ∑ i, if i ∈ A then π i else 0 := by simp
      rw [hind, mul_sum, ← sum_add_distrib]
      refine sum_congr rfl fun i _ => ?_
      by_cases hi : i ∈ A
      · simp only [hv, hi, if_true]
        ring
      · simp [hv, hi, hz i hi]
    have key : ∀ i j, |u i - u j| =
        u a * (if (i ∈ A ↔ j ∈ A) then 0 else 1) + |v i - v j| := by
      intro i j
      by_cases hi : i ∈ A <;> by_cases hj : j ∈ A
      · simp [hv, hi, hj]
      · simp [hv, hi, hj, hz j hj, abs_of_nonneg (hu i),
          abs_of_nonneg (sub_nonneg.2 (hmin i hi))]
      · rw [abs_sub_comm (u i), abs_sub_comm (v i)]
        simp [hv, hi, hj, hz i hi, abs_of_nonneg (hu j),
          abs_of_nonneg (sub_nonneg.2 (hmin j hj))]
      · simp [hv, hi, hj, hz i hi, hz j hj]
    have e2 : ∑ i, ∑ j, W i j * π j * |u i - u j| =
        u a * (∑ i, ∑ j, W i j * π j * (if (i ∈ A ↔ j ∈ A) then 0 else 1)) +
        ∑ i, ∑ j, W i j * π j * |v i - v j| := by
      simp only [mul_sum, ← sum_add_distrib]
      exact sum_congr rfl fun i _ => sum_congr rfl fun j _ => by rw [key]; ring
    rw [e1, e2, cut_sum hW A]
    nlinarith [mul_le_mul_of_nonneg_left (hb A hs) (hu a)]
```

## The bound for every observable

The theorem assumes reversibility, column sums at most `r`, `0 ≤ h` and the bottleneck condition; `f` is arbitrary. It runs from escape rates to relaxation: it does not show that a slow cut forces a small gap.

In the proof, `V` compares the variance with N, `P` and `M` apply `coarea` to the squared positive and negative parts, and `L` adds them. `T` is the pointwise estimate of D_ij², `CS` is Cauchy–Schwarz over pairs, and `R` uses the exit rates. The final case split separates N = 0 from N > 0.

```lean
/-- Cheeger bottleneck bound: for a reversible process with exit rates at most `r`, and escape rates
at least `h ≥ 0` from every nonempty set of probability at most one half, the Dirichlet form
satisfies `h² Var(f) ≤ 2 r E(f)` for every observable `f`. -/
theorem cheeger_bound (hW : IsReversible W π) (hr : ∀ j, ∑ i, W i j ≤ r) (hh : 0 ≤ h)
    (hb : BottleneckBound W π h) (f : n → ℝ) :
    h ^ 2 * variance π f ≤ 2 * r * dirichlet W π f := by
  obtain ⟨a, h1, h2⟩ := exists_median hW.prob_pos hW.prob_sum f
  have r0 : 0 ≤ r := (sum_nonneg fun i _ => hW.rate_nonneg i a).trans (hr a)
  have Q0 : ∀ i j, 0 ≤ W i j * π j := fun i j =>
    mul_nonneg (hW.rate_nonneg i j) (hW.prob_pos j).le
  obtain ⟨g, hg⟩ : ∃ g : n → ℝ, ∀ i, g i = f i - f a := ⟨_, fun _ => rfl⟩
  have V : variance π f ≤ ∑ i, π i * g i ^ 2 := by
    have e : ∑ i, π i * g i ^ 2 = variance π f + (2 * (mean π f - f a) * ∑ i, π i * f i +
        (f a ^ 2 - mean π f ^ 2) * ∑ i, π i) := by
      rw [variance, mul_sum, mul_sum, ← sum_add_distrib, ← sum_add_distrib]
      exact sum_congr rfl fun i _ => by rw [hg]; ring
    rw [e, hW.prob_sum, ← mean]
    nlinarith [sq_nonneg (mean π f - f a)]
  -- co-area inequality for the squared positive and negative parts of `g`
  have sgn : ∀ y : ℝ, 0 < (max y 0) ^ 2 ↔ 0 < y := fun y =>
    ⟨fun p => not_le.1 fun q => by simp [max_eq_right q] at p,
      fun p => by rw [max_eq_left p.le]; positivity⟩
  have P := coarea hW hb (fun i => (max (g i) 0) ^ 2) (fun _ => sq_nonneg _)
    (by simpa only [sgn, hg, sub_pos] using h1)
  have M := coarea hW hb (fun i => (max (-g i) 0) ^ 2) (fun _ => sq_nonneg _)
    (by simpa only [sgn, hg, neg_sub, sub_pos] using h2)
  have L : 2 * h * ∑ i, π i * g i ^ 2 ≤ ∑ i, ∑ j, W i j * π j *
      (|(max (g i) 0) ^ 2 - (max (g j) 0) ^ 2| +
        |(max (-g i) 0) ^ 2 - (max (-g j) 0) ^ 2|) := by
    have e : ∑ i, π i * g i ^ 2 =
        ∑ i, π i * (max (g i) 0) ^ 2 + ∑ i, π i * (max (-g i) 0) ^ 2 := by
      rw [← sum_add_distrib]
      refine sum_congr rfl fun i _ => ?_
      rcases le_total (g i) 0 with hx | hx <;> simp [hx]
    rw [e]
    simp only [mul_add, sum_add_distrib]
    linarith
  have T : ∀ x y : ℝ, (|(max x 0) ^ 2 - (max y 0) ^ 2| +
      |(max (-x) 0) ^ 2 - (max (-y) 0) ^ 2|) ^ 2 ≤ (x - y) ^ 2 * (2 * (x ^ 2 + y ^ 2)) := by
    intro x y
    have s := add_nonneg (sq_nonneg x) (sq_nonneg y)
    rcases le_total 0 x with hx | hx <;> rcases le_total 0 y with hy | hy <;> simp [hx, hy]
    · nlinarith [sq_nonneg ((x - y) ^ 2)]
    · nlinarith [mul_nonneg s (mul_nonneg hx (neg_nonneg.2 hy)), sq_nonneg (x ^ 2 + y ^ 2)]
    · nlinarith [mul_nonneg s (mul_nonneg (neg_nonneg.2 hx) hy), sq_nonneg (x ^ 2 + y ^ 2)]
    · nlinarith [sq_nonneg ((x - y) ^ 2)]
  -- Cauchy-Schwarz over all pairs of states
  have CS := sum_sq_le_sum_mul_sum_of_sq_le_mul (univ : Finset (n × n))
    (r := fun x => W x.1 x.2 * π x.2 * (|(max (g x.1) 0) ^ 2 - (max (g x.2) 0) ^ 2| +
      |(max (-g x.1) 0) ^ 2 - (max (-g x.2) 0) ^ 2|))
    (f := fun x => W x.1 x.2 * π x.2 * (g x.1 - g x.2) ^ 2)
    (g := fun x => W x.1 x.2 * π x.2 * (2 * (g x.1 ^ 2 + g x.2 ^ 2)))
    (fun x _ => mul_nonneg (Q0 _ _) (sq_nonneg _))
    (fun x _ => mul_nonneg (Q0 _ _) (by positivity))
    (fun x _ => by
      have t := mul_le_mul_of_nonneg_left (T (g x.1) (g x.2)) (sq_nonneg (W x.1 x.2 * π x.2))
      rw [mul_pow]
      exact t.trans_eq (by ring))
  simp only [Fintype.sum_prod_type] at CS
  have R : ∑ i, ∑ j, W i j * π j * (2 * (g i ^ 2 + g j ^ 2)) ≤ 4 * r * ∑ i, π i * g i ^ 2 := by
    have B : ∑ i, ∑ j, W i j * π j * g j ^ 2 ≤ r * ∑ i, π i * g i ^ 2 := by
      rw [sum_comm, mul_sum]
      refine sum_le_sum fun j _ => ?_
      rw [← sum_mul, ← sum_mul, mul_assoc]
      exact mul_le_mul_of_nonneg_right (hr j) (mul_nonneg (hW.prob_pos j).le (sq_nonneg _))
    have C : ∑ i, ∑ j, W i j * π j * g i ^ 2 = ∑ i, ∑ j, W i j * π j * g j ^ 2 :=
      sum_comm.trans (sum_congr rfl fun a _ => sum_congr rfl fun b _ => by rw [hW.balance b a])
    have e : ∑ i, ∑ j, W i j * π j * (2 * (g i ^ 2 + g j ^ 2)) =
        2 * ∑ i, ∑ j, W i j * π j * g i ^ 2 + 2 * ∑ i, ∑ j, W i j * π j * g j ^ 2 := by
      simp only [mul_sum, ← sum_add_distrib]
      exact sum_congr rfl fun i _ => sum_congr rfl fun j _ => by ring
    linarith
  have E0 : 0 ≤ ∑ i, ∑ j, W i j * π j * (g i - g j) ^ 2 :=
    sum_nonneg fun i _ => sum_nonneg fun j _ => mul_nonneg (Q0 i j) (sq_nonneg _)
  have hE : ∑ i, ∑ j, W i j * π j * (g i - g j) ^ 2 = 2 * dirichlet W π f := by
    simp only [hg, sub_sub_sub_cancel_right, dirichlet]
    ring
  have N0 : 0 ≤ ∑ i, π i * g i ^ 2 :=
    sum_nonneg fun i _ => mul_nonneg (hW.prob_pos i).le (sq_nonneg _)
  have up := CS.trans (mul_le_mul_of_nonneg_left R E0)
  have sq := (pow_le_pow_left₀ (mul_nonneg (by positivity) N0) L 2).trans up
  rw [hE] at sq E0
  refine (mul_le_mul_of_nonneg_left V (sq_nonneg h)).trans ?_
  rcases N0.eq_or_lt with e | hN
  · rw [← e, mul_zero]
    nlinarith [mul_nonneg r0 E0]
  · refine le_of_mul_le_mul_left ?_ hN
    nlinarith [sq]
```

## Two states with unit rates

The symmetric two-state system satisfies all the assumptions with r = h = 1. Each single state has probability ½ and outflow ½; the empty set is trivial, and the full set is too probable to be tested.

```lean
/-- The symmetric two-state system with unit jump rates is reversible for the uniform probability,
has exit rates at most one, and satisfies the bottleneck bound with `h = 1`. -/
theorem two_state_witness :
    IsReversible !![0, 1; 1, 0] (fun _ : Fin 2 => (1 / 2 : ℝ)) ∧
    (∀ j, ∑ i, (!![0, 1; 1, 0] : Matrix (Fin 2) (Fin 2) ℝ) i j ≤ 1) ∧
    BottleneckBound !![0, 1; 1, 0] (fun _ : Fin 2 => (1 / 2 : ℝ)) 1 := by
  have c0 : ({0} : Finset (Fin 2))ᶜ = {1} := by decide
  have c1 : ({1} : Finset (Fin 2))ᶜ = {0} := by decide
  refine ⟨⟨?_, fun _ => by norm_num, by simp, ?_⟩, ?_, ?_⟩
  · intro i j
    fin_cases i <;> fin_cases j <;> simp
  · intro i j
    fin_cases i <;> fin_cases j <;> simp
  · intro j
    fin_cases j <;> simp [Fin.sum_univ_two]
  · intro A hA
    have cases : ∀ B : Finset (Fin 2), B = ∅ ∨ B = {0} ∨ B = {1} ∨ B = univ := by decide
    rcases cases A with rfl | rfl | rfl | rfl
    · simp [flow]
    · simp [flow, c0]
    · simp [flow, c1]
    · norm_num at hA

end

end CheegerBottleneck
```

```lean
#print axioms CheegerBottleneck.cheeger_bound
```

```
'CheegerBottleneck.cheeger_bound' depends on axioms: [propext, Classical.choice, Quot.sound]
```
